# Ideal shear and tensile strengths of a sinusoidal stress and an exponential binding curve

Take a crystal without defects and load it until one atomic plane slides over the next, or until the crystal parts between two planes. How much stress can it carry first? One estimate takes a model curve of stress against displacement and reads off the strength as its peak. Here sliding follows a sine and separation a binding curve with one length scale. Identifying the peak with the strength of a real crystal assumes that whole planes move rigidly together; dislocations and cracks usually cause failure at lower stress.

```lean
import Mathlib

open scoped Real

namespace IdealStrength

noncomputable section
```

All quantities below are real numbers, in any consistent set of units.

## Sliding one plane over another

```lean
/-- Shear stress of amplitude `A` on a lattice plane displaced by `x` over a neighbouring plane
with repeat distance `b ≠ 0`. -/
def shearStress (A b x : ℝ) : ℝ := A * Real.sin (2 * π * x / b)
```

This is $\tau(x)=A\sin(2\pi x/b)$, where $x$ is the sliding displacement and $b$ the distance after which the lattice repeats.

```lean
/-- Binding energy per unit area of two crystal halves whose separation exceeds equilibrium by `x`,
with depth `E₀` and length scale `l ≠ 0`. -/
def bindingEnergy (E₀ l x : ℝ) : ℝ := -E₀ * (1 + x / l) * Real.exp (-(x / l))
```

This is $E(x)=-E_0(1+x/l)e^{-x/l}$, where $x$ is now the separation beyond equilibrium. It is an energy per unit area, so its derivative is a stress. With $E_0,l>0$, $E_0$ is the work per area needed to separate the halves completely.

```lean
/-- Tensile stress: the derivative of the binding energy per unit area with respect to the
separation, for a length scale `l ≠ 0`. -/
def tensileStress (E₀ l x : ℝ) : ℝ := deriv (bindingEnergy E₀ l) x
```

The tensile stress is $\sigma(x)=E'(x)$, defined as the derivative itself and not by a formula. Lean's `deriv` returns 0 where no derivative exists, so differentiability is proved separately below.

```lean
/-- For nonzero `b` and `d`, the shear stress has initial slope `G / d` exactly when its
amplitude satisfies `2π d A = G b`. -/
theorem shear_slope_iff {A b G d : ℝ} (hb : b ≠ 0) (hd : d ≠ 0) :
    HasDerivAt (shearStress A b) (G / d) 0 ↔ 2 * π * d * A = G * b := by
  have h1 : HasDerivAt (fun x : ℝ => 2 * π * x / b) (2 * π / b) 0 :=
    (((hasDerivAt_id' (0 : ℝ)).const_mul (2 * π)).div_const b).congr_deriv (by ring)
  have h : HasDerivAt (shearStress A b) (A * (2 * π / b)) 0 :=
    (h1.sin.const_mul A).congr_deriv (by simp)
  constructor
  · intro h'
    have e := h'.unique h
    rw [div_eq_iff hd] at e
    rw [e]
    field_simp
  · intro e
    refine h.congr_deriv ?_
    have hG : G = 2 * π * d * A / b := by
      rw [eq_div_iff hb]
      exact e.symm
    rw [eq_div_iff hd, hG]
    ring
```

`HasDerivAt f m 0` says that $f$ has derivative $m$ at 0. The slope $G/d$ stands for Hooke's law: a small displacement $x$ across plane spacing $d$ is a shear strain $x/d$, and $G$ is the shear modulus. By the chain rule,
$$\tau'(0)=\frac{2\pi A}{b},\qquad \frac{2\pi A}{b}=\frac Gd\iff 2\pi dA=Gb.$$
Lean computes the same derivative as `h`. One direction uses the uniqueness of derivatives, the other substitutes for $G$.

```lean
/-- For positive `G`, `b`, `d` and initial slope `G / d`, the greatest shear stress is
`G b / (2π d)`, reached exactly at a quarter period plus whole periods. -/
theorem ideal_shear_strength {A b G d : ℝ} (hG : 0 < G) (hb : 0 < b) (hd : 0 < d)
    (h : HasDerivAt (shearStress A b) (G / d) 0) :
    IsGreatest (Set.range (shearStress A b)) (G * b / (2 * π * d)) ∧
      ∀ x, shearStress A b x = G * b / (2 * π * d) ↔ ∃ n : ℤ, x = b / 4 + n * b := by
  have hπ := Real.pi_pos
  have hA := (shear_slope_iff hb.ne' hd.ne').1 h
  -- the initial slope fixes the amplitude
  have hval : G * b / (2 * π * d) = A := by
    rw [div_eq_iff (by positivity)]
    linarith
  have hApos : 0 < A := by
    rw [← hval]
    positivity
  rw [hval]
  have key : ∀ x, shearStress A b x = A ↔ ∃ n : ℤ, x = b / 4 + n * b := by
    intro x
    have hs : shearStress A b x = A ↔ Real.sin (2 * π * x / b) = 1 := by
      unfold shearStress
      exact ⟨fun h => mul_left_cancel₀ hApos.ne' (by linarith), fun h => by rw [h, mul_one]⟩
    rw [hs, ← Real.cos_sub_pi_div_two, Real.cos_eq_one_iff]
    constructor
    · rintro ⟨n, hn⟩
      have hx : 2 * π * x / b = 2 * π * (1 / 4 + n) := by linarith
      rw [div_eq_iff hb.ne'] at hx
      refine ⟨n, mul_left_cancel₀ (show 2 * π ≠ 0 by positivity) ?_⟩
      linear_combination hx
    · rintro ⟨n, rfl⟩
      have hx : 2 * π * (b / 4 + n * b) / b = 2 * π * (1 / 4 + n) := by
        rw [div_eq_iff hb.ne']
        ring
      refine ⟨n, ?_⟩
      rw [hx]
      ring
  refine ⟨⟨⟨b / 4, (key _).2 ⟨0, by simp⟩⟩, ?_⟩, key⟩
  rintro _ ⟨x, rfl⟩
  exact mul_le_of_le_one_right hApos.le (Real.sin_le_one _)
```

`IsGreatest (Set.range ...)` says that the value is attained and never exceeded. Hooke's law enters as the hypothesis `h`, which gives $A=Gb/(2\pi d)>0$. Since $\sin\le1$, we have $\tau\le A$, with equality exactly when
$$\frac{2\pi x}{b}=\frac\pi2+2\pi n\iff x=\frac b4+nb,\qquad n\in\mathbb Z.$$
In Lean, `key` proves this equality case by rewriting the sine as a shifted cosine; the last line supplies the bound.

For illustration, $G=60$ GPa, $b=0.3$ nm and $d=0.2$ nm give $60\times1.5/(2\pi)\approx14.3$ GPa.

## Pulling two halves apart

```lean
/-- For `l ≠ 0` the binding energy is differentiable, and the tensile stress `σ` satisfies
`l² σ(x) = E₀ x exp(-x/l)`. -/
theorem tensileStress_formula {E₀ l : ℝ} (hl : l ≠ 0) (x : ℝ) :
    DifferentiableAt ℝ (bindingEnergy E₀ l) x ∧
      l ^ 2 * tensileStress E₀ l x = E₀ * x * Real.exp (-(x / l)) := by
  have h1 : HasDerivAt (fun y : ℝ => y / l) (1 / l) x := (hasDerivAt_id' x).div_const l
  have h2 := ((h1.const_add 1).const_mul (-E₀)).fun_mul h1.fun_neg.exp
  have h : HasDerivAt (bindingEnergy E₀ l) (E₀ * (x / l ^ 2) * Real.exp (-(x / l))) x :=
    h2.congr_deriv (by ring)
  refine ⟨h.differentiableAt, ?_⟩
  have hc : l ^ 2 * (x / l ^ 2) = x := by field_simp
  unfold tensileStress
  rw [h.deriv]
  linear_combination (E₀ * Real.exp (-(x / l))) * hc
```

The product rule gives
$$\sigma(x)=-\frac{E_0}{l}e^{-x/l}+\frac{E_0}{l}\left(1+\frac xl\right)e^{-x/l}=\frac{E_0x}{l^2}e^{-x/l}.$$
Lean builds this derivative in `h2`, simplifies it with `ring`, and states the result multiplied by $l^2$.

```lean
/-- For `l ≠ 0` the tensile stress `σ` is differentiable, and its slope satisfies
`l³ σ'(x) = E₀ (l - x) exp(-x/l)`. -/
theorem tensileStress_slope {E₀ l : ℝ} (hl : l ≠ 0) (x : ℝ) :
    DifferentiableAt ℝ (tensileStress E₀ l) x ∧
      l ^ 3 * deriv (tensileStress E₀ l) x = E₀ * (l - x) * Real.exp (-(x / l)) := by
  have hf : tensileStress E₀ l = fun y => E₀ * y * Real.exp (-(y / l)) / l ^ 2 := by
    funext y
    rw [eq_div_iff (pow_ne_zero 2 hl)]
    linarith [(tensileStress_formula (E₀ := E₀) hl y).2]
  have h1 : HasDerivAt (fun y : ℝ => y / l) (1 / l) x := (hasDerivAt_id' x).div_const l
  have h2 := (((hasDerivAt_id' x).const_mul E₀).fun_mul h1.fun_neg.exp).div_const (l ^ 2)
  have h : HasDerivAt (tensileStress E₀ l)
      (E₀ * (1 / l ^ 2 - x / l ^ 3) * Real.exp (-(x / l))) x := by
    rw [hf]
    exact h2.congr_deriv (by ring)
  refine ⟨h.differentiableAt, ?_⟩
  have hc : l ^ 3 * (1 / l ^ 2 - x / l ^ 3) = l - x := by field_simp
  rw [h.deriv]
  linear_combination (E₀ * Real.exp (-(x / l))) * hc
```

Differentiating again,
$$\sigma'(x)=\frac{E_0}{l^2}\left(1-\frac xl\right)e^{-x/l}=\frac{E_0(l-x)}{l^3}e^{-x/l}.$$
The proof first replaces $\sigma$ by its explicit formula, `hf`, then applies the product rule.

```lean
/-- For positive `E₀` and `l`, the slope of the tensile stress is positive for `x < l`, zero at
`x = l` and negative for `x > l`: the binding curve has its inflection at `l`. -/
theorem inflection {E₀ l : ℝ} (hE : 0 < E₀) (hl : 0 < l) :
    (∀ x < l, 0 < deriv (tensileStress E₀ l) x) ∧ deriv (tensileStress E₀ l) l = 0 ∧
      ∀ x > l, deriv (tensileStress E₀ l) x < 0 := by
  have hl3 : 0 < l ^ 3 := by positivity
  refine ⟨fun x hx => ?_, ?_, fun x hx => ?_⟩
  · have e := (tensileStress_slope (E₀ := E₀) hl.ne' x).2
    have hp := mul_pos (mul_pos hE (sub_pos.2 hx)) (Real.exp_pos (-(x / l)))
    rw [← e] at hp
    exact (mul_pos_iff_of_pos_left hl3).1 hp
  · have e := (tensileStress_slope (E₀ := E₀) hl.ne' l).2
    rw [sub_self, mul_zero, zero_mul] at e
    exact (mul_eq_zero.1 e).resolve_left hl3.ne'
  · have e := (tensileStress_slope (E₀ := E₀) hl.ne' x).2
    have hp := mul_pos (mul_pos hE (sub_pos.2 hx)) (Real.exp_pos (-(x / l)))
    by_contra hn
    have hq := mul_nonneg hl3.le (not_lt.1 hn)
    linarith
```

For $E_0,l>0$ the sign of $\sigma'=E''$ is that of $l-x$. The binding curve therefore changes curvature at $x=l$, its inflection. Each of the three cases reads the sign from the previous formula.

```lean
/-- For `l ≠ 0` the tensile stress `σ` at separation `l` satisfies `e l σ(l) = E₀`. -/
theorem stress_at_inflection {E₀ l : ℝ} (hl : l ≠ 0) :
    Real.exp 1 * l * tensileStress E₀ l l = E₀ := by
  have e := (tensileStress_formula (E₀ := E₀) hl l).2
  rw [div_self hl] at e
  have h1 : Real.exp 1 * Real.exp (-1) = 1 := by
    rw [← Real.exp_add, add_neg_cancel, Real.exp_zero]
  apply mul_left_cancel₀ hl
  linear_combination Real.exp 1 * e + E₀ * l * h1
```

Setting $x=l$ gives $\sigma(l)=E_0e^{-1}/l$, or $e\,l\,\sigma(l)=E_0$. `Real.exp 1` is Euler's number $e$.

```lean
/-- For positive `E₀` and `l`, the tensile stress equals `E₀ / (e l)` at separation `l` and is
strictly smaller at every other separation. -/
theorem ideal_tensile_strength {E₀ l : ℝ} (hE : 0 < E₀) (hl : 0 < l) :
    tensileStress E₀ l l = E₀ / (Real.exp 1 * l) ∧
      ∀ x, x ≠ l → tensileStress E₀ l x < E₀ / (Real.exp 1 * l) := by
  have hel : 0 < Real.exp 1 * l := by positivity
  constructor
  · rw [eq_div_iff hel.ne']
    linarith [stress_at_inflection (E₀ := E₀) hl.ne']
  · intro x hxl
    have e := (tensileStress_formula (E₀ := E₀) hl.ne' x).2
    have hx : x = x / l * l := (div_mul_cancel₀ x hl.ne').symm
    have hσ : tensileStress E₀ l x * l = E₀ * (x / l) * Real.exp (-(x / l)) := by
      apply mul_left_cancel₀ hl.ne'
      linear_combination e + E₀ * Real.exp (-(x / l)) * hx
    have hne : x / l - 1 ≠ 0 := fun h =>
      hxl ((div_eq_one_iff_eq hl.ne').1 (by linarith))
    -- the exponential lies strictly above its tangent
    have hlt : x / l < Real.exp (x / l - 1) := by linarith [Real.add_one_lt_exp hne]
    have hprod : Real.exp (x / l - 1) * Real.exp (-(x / l)) * Real.exp 1 = 1 := by
      rw [← Real.exp_add, ← Real.exp_add,
        show x / l - 1 + -(x / l) + 1 = (0 : ℝ) by ring, Real.exp_zero]
    rw [lt_div_iff₀ hel]
    calc tensileStress E₀ l x * (Real.exp 1 * l)
        = E₀ * (Real.exp (-(x / l)) * Real.exp 1) * (x / l) := by
          linear_combination Real.exp 1 * hσ
      _ < E₀ * (Real.exp (-(x / l)) * Real.exp 1) * Real.exp (x / l - 1) :=
          mul_lt_mul_of_pos_left hlt (by positivity)
      _ = E₀ := by linear_combination E₀ * hprod
```

The peak is unique over all real $x$, hence also over $x\ge0$. Put $u=x/l\ne1$. The exponential lies strictly above its tangent, so $u<e^{u-1}$. Multiplying by $(E_0/l)e^{-u}>0$,
$$\sigma(x)=\frac{E_0}{l}ue^{-u}<\frac{E_0}{l}e^{-1}=\frac{E_0}{e\,l}.$$
The tangent inequality is `hlt`, and the `calc` block carries out the multiplication.

In electronic-structure work, fitting this curve to the total energies per unit area of rigidly separated slabs, measured from the fully separated limit, turns $E_0$ and $l$ into a peak-stress estimate, as good as the one-length-scale form. With $E_0=2$ J/m² and $l=0.05$ nm it is about $14.7$ GPa.

```lean
/-- For nonzero `l` and `d`, if the tensile stress `σ` has initial slope `C / d`, then
`E₀ d = C l²` and `e d σ(l) = C l`. -/
theorem strength_from_modulus {E₀ l C d : ℝ} (hl : l ≠ 0) (hd : d ≠ 0)
    (h : HasDerivAt (tensileStress E₀ l) (C / d) 0) :
    E₀ * d = C * l ^ 2 ∧ Real.exp 1 * d * tensileStress E₀ l l = C * l := by
  have e := (tensileStress_slope (E₀ := E₀) hl 0).2
  rw [h.deriv, sub_zero, zero_div, neg_zero, Real.exp_zero, mul_one] at e
  have hC : C / d * d = C := div_mul_cancel₀ C hd
  have hEd : E₀ * d = C * l ^ 2 := by
    apply mul_left_cancel₀ hl
    linear_combination -d * e + l ^ 3 * hC
  refine ⟨hEd, mul_left_cancel₀ hl ?_⟩
  linear_combination d * stress_at_inflection (E₀ := E₀) hl + hEd

end

end IdealStrength
```

Here $C$ is the elastic modulus for stretching normal to the planes at fixed lateral dimensions, again entering through Hooke's law. For a single opening gap the slope $C/d$ is exact if equally spaced rigid planes interact only with their nearest neighbours, and otherwise an approximation; the same holds for $G/d$ when only one pair of planes slides. Since $\sigma'(0)=E_0/l^2$, setting this equal to $C/d$ gives $E_0d=Cl^2$. Inserting $E_0$ into the peak value yields
$$\sigma(l)=\frac{Cl}{e\,d},$$
the tensile analogue of $Gb/(2\pi d)$. Lean obtains both equations by cancelling a factor of $l$.

In the limit $|x|\ll l$ the stress reduces to the straight line $E_0x/l^2$. Extended to $x=l$, that line would give $E_0/l$, too large by a factor $e$.

```lean
#print axioms IdealStrength.ideal_shear_strength
#print axioms IdealStrength.inflection
#print axioms IdealStrength.ideal_tensile_strength
#print axioms IdealStrength.strength_from_modulus
```

```
'IdealStrength.ideal_shear_strength' depends on axioms: [propext, Classical.choice, Quot.sound]
'IdealStrength.inflection' depends on axioms: [propext, Classical.choice, Quot.sound]
'IdealStrength.ideal_tensile_strength' depends on axioms: [propext, Classical.choice, Quot.sound]
'IdealStrength.strength_from_modulus' depends on axioms: [propext, Classical.choice, Quot.sound]
```
